# In a three-state model, the shielding is not monotone along nested basis spaces while the magnetisability grows

The model is real and finite: three excited states with a diagonal Hessian of energies 1, 2, 3, and nested spaces spanned by the first one, two and three states. In each space the linear response to the field perturbation (1, 2, 3) is the vector of that space which solves the response equation tested against every vector of the space. The model's magnetisability is the dot product of the response with (1, 2, 3), and its shielding is the dot product with the nuclear perturbation (1, −1, 1). Diamagnetic terms, prefactors and the opposite signs of the two usual definitions are left out. The theorem says that along the three spaces the magnetisability is 1, 3, 6 and the shielding is 1, 0, 1. The proof uses the uniqueness of the response for a positive definite Hessian to replace the three responses by explicit vectors of ones and zeros, and then computes the six dot products.

In Lean, a first try:

```lean
import Mathlib

open Matrix

namespace ShieldingNotMonotone

noncomputable section

variable {n : Type*} [Fintype n]

/-- The vector `x` is the linear response to the perturbation `b` in the basis space `S`:
it lies in `S` and solves the response equation with Hessian `A` tested against all of `S`. -/
def IsResponse (A : Matrix n n ℝ) (S : Submodule ℝ (n → ℝ)) (b x : n → ℝ) : Prop :=
  x ∈ S ∧ ∀ s ∈ S, s ⬝ᵥ A *ᵥ x = s ⬝ᵥ b

/-- For a positive definite Hessian, every perturbation has exactly one response in every
basis space. -/
theorem existsUnique_response {A : Matrix n n ℝ}
    (hp : ∀ x : n → ℝ, x ≠ 0 → 0 < x ⬝ᵥ A *ᵥ x)
    (S : Submodule ℝ (n → ℝ)) (b : n → ℝ) : ∃! x, IsResponse A S b x := by
  -- the Hessian as a map from the basis space to its dual
  let L : S →ₗ[ℝ] Module.Dual ℝ S :=
    LinearMap.mk₂ ℝ (fun x s : S => (s : n → ℝ) ⬝ᵥ A *ᵥ (x : n → ℝ))
      (by intros; simp [Matrix.mulVec_add, dotProduct_add])
      (by intros; simp [Matrix.mulVec_smul, dotProduct_smul])
      (by intros; simp [add_dotProduct])
      (by intros; simp [smul_dotProduct])
  let g : Module.Dual ℝ S :=
    { toFun := fun s => (s : n → ℝ) ⬝ᵥ b
      map_add' := by intros; simp [add_dotProduct]
      map_smul' := by intros; simp [smul_dotProduct] }
  have hinj : Function.Injective L := by
    refine (injective_iff_map_eq_zero L).2 fun x hx => ?_
    by_contra hne
    have h0 : (x : n → ℝ) ⬝ᵥ A *ᵥ (x : n → ℝ) = 0 := LinearMap.congr_fun hx x
    have h1 := hp x (fun h => hne (Subtype.ext h))
    linarith
  -- equal finite dimensions turn injectivity into solvability
  have hsurj : Function.Surjective L :=
    (LinearMap.injective_iff_surjective_of_finrank_eq_finrank
      (Subspace.dual_finrank_eq (K := ℝ) (V := S)).symm).1 hinj
  obtain ⟨x, hx⟩ := hsurj g
  refine ⟨x, ⟨x.2, fun s hs => LinearMap.congr_fun hx ⟨s, hs⟩⟩, fun y hy => ?_⟩
  have hxy : L ⟨y, hy.1⟩ = L x := by
    rw [hx]
    exact LinearMap.ext fun s => hy.2 s s.2
  exact congrArg Subtype.val (hinj hxy)

/-- The space spanned by the first `k` of three excited states. -/
def firstStates (k : ℕ) : Submodule ℝ (Fin 3 → ℝ) where
  carrier := {v | ∀ i : Fin 3, k ≤ i.val → v i = 0}
  add_mem' := by
    intro u v hu hv i hi
    simp [hu i hi, hv i hi]
  zero_mem' := fun _ _ => rfl
  smul_mem' := by
    intro a v hv i hi
    simp [hv i hi]

/-- The vector with amplitude one on the first `k` of three excited states and zero on
the others. -/
def truncated (k : ℕ) : Fin 3 → ℝ := fun i => if i.val < k then 1 else 0

/-- The diagonal Hessian with energies 1, 2, 3 is symmetric and positive definite, and its
response to the perturbation (1, 2, 3) in the first `k` states is `truncated k`. -/
theorem threeState_witness :
    (diagonal ![1, 2, 3] : Matrix (Fin 3) (Fin 3) ℝ).IsSymm ∧
    (∀ x : Fin 3 → ℝ, x ≠ 0 → 0 < x ⬝ᵥ diagonal ![1, 2, 3] *ᵥ x) ∧
    ∀ k, IsResponse (diagonal ![1, 2, 3]) (firstStates k) ![1, 2, 3] (truncated k) := by
  refine ⟨Matrix.diagonal_transpose _, fun x hx => ?_, fun k => ⟨?_, fun s hs => ?_⟩⟩
  · have e : x ⬝ᵥ diagonal ![1, 2, 3] *ᵥ x = x 0 ^ 2 + 2 * x 1 ^ 2 + 3 * x 2 ^ 2 := by
      simp only [dotProduct, Fin.sum_univ_three, Matrix.mulVec_diagonal]
      simp
      ring
    rw [e]
    by_contra h
    have p0 := sq_nonneg (x 0)
    have p1 := sq_nonneg (x 1)
    have p2 := sq_nonneg (x 2)
    have h0 : x 0 = 0 := (pow_eq_zero_iff two_ne_zero).1 (by linarith)
    have h1 : x 1 = 0 := (pow_eq_zero_iff two_ne_zero).1 (by linarith)
    have h2 : x 2 = 0 := (pow_eq_zero_iff two_ne_zero).1 (by linarith)
    apply hx
    ext i
    fin_cases i
    exacts [h0, h1, h2]
  · intro i hi
    exact if_neg (not_lt_of_ge hi)
  · have hs' : ∀ i : Fin 3, k ≤ i.val → s i = 0 := hs
    refine Finset.sum_congr rfl fun i _ => ?_
    rw [Matrix.mulVec_diagonal]
    by_cases hi : i.val < k
    · simp [truncated, hi]
    · simp [hs' i (not_lt.1 hi)]

/-- For energies 1, 2, 3 and field perturbation (1, 2, 3), the magnetisability in the first
one, two and three states is 1, 3, 6, while the shielding with nuclear perturbation
(1, -1, 1) is 1, 0, 1: it falls and then rises along nested spaces. -/
theorem shielding_not_monotone {x₁ x₂ x₃ : Fin 3 → ℝ}
    (h₁ : IsResponse (diagonal ![1, 2, 3]) (firstStates 1) ![1, 2, 3] x₁)
    (h₂ : IsResponse (diagonal ![1, 2, 3]) (firstStates 2) ![1, 2, 3] x₂)
    (h₃ : IsResponse (diagonal ![1, 2, 3]) (firstStates 3) ![1, 2, 3] x₃) :
    (firstStates 1 ≤ firstStates 2 ∧ firstStates 2 ≤ firstStates 3) ∧
    (![1, 2, 3] ⬝ᵥ x₁ = 1 ∧ ![1, 2, 3] ⬝ᵥ x₂ = 3 ∧ ![1, 2, 3] ⬝ᵥ x₃ = 6) ∧
    (![1, -1, 1] ⬝ᵥ x₁ = 1 ∧ ![1, -1, 1] ⬝ᵥ x₂ = 0 ∧ ![1, -1, 1] ⬝ᵥ x₃ = 1) := by
  obtain ⟨-, hp, hr⟩ := threeState_witness
  -- uniqueness identifies the three responses
  have e₁ := (existsUnique_response hp _ _).unique h₁ (hr 1)
  have e₂ := (existsUnique_response hp _ _).unique h₂ (hr 2)
  have e₃ := (existsUnique_response hp _ _).unique h₃ (hr 3)
  rw [e₁, e₂, e₃]
  refine ⟨⟨fun v hv i hi => hv i (by omega), fun v hv i hi => hv i (by omega)⟩,
    ⟨?_, ?_, ?_⟩, ⟨?_, ?_, ?_⟩⟩ <;>
  norm_num [truncated, dotProduct, Fin.sum_univ_three]

end

end ShieldingNotMonotone
```

Compiling this gives:

```
Main.lean:105:79: error: unsolved goals
case refine_3
x₁ x₂ x₃ : Fin 3 → ℝ
h₁ : IsResponse (diagonal ![1, 2, 3]) (firstStates 1) ![1, 2, 3] x₁
h₂ : IsResponse (diagonal ![1, 2, 3]) (firstStates 2) ![1, 2, 3] x₂
h₃ : IsResponse (diagonal ![1, 2, 3]) (firstStates 3) ![1, 2, 3] x₃
hp : ∀ (x : Fin 3 → ℝ), x ≠ 0 → 0 < x ⬝ᵥ diagonal ![1, 2, 3] *ᵥ x
hr : ∀ (k : ℕ), IsResponse (diagonal ![1, 2, 3]) (firstStates k) ![1, 2, 3] (truncated k)
e₁ : x₁ = truncated 1
e₂ : x₂ = truncated 2
e₃ : x₃ = truncated 3
⊢ 3 + ![1, 2, 3] 2 = 6

case refine_6
x₁ x₂ x₃ : Fin 3 → ℝ
h₁ : IsResponse (diagonal ![1, 2, 3]) (firstStates 1) ![1, 2, 3] x₁
h₂ : IsResponse (diagonal ![1, 2, 3]) (firstStates 2) ![1, 2, 3] x₂
h₃ : IsResponse (diagonal ![1, 2, 3]) (firstStates 3) ![1, 2, 3] x₃
hp : ∀ (x : Fin 3 → ℝ), x ≠ 0 → 0 < x ⬝ᵥ diagonal ![1, 2, 3] *ᵥ x
hr : ∀ (k : ℕ), IsResponse (diagonal ![1, 2, 3]) (firstStates k) ![1, 2, 3] (truncated k)
e₁ : x₁ = truncated 1
e₂ : x₂ = truncated 2
e₃ : x₃ = truncated 3
⊢ ![1, -1, 1] 2 = 1
```

The two unsolved goals are the dot products in the full three-state space. `norm_num` expanded the sums and added the first two terms, but left the last entries, `![1, 2, 3] 2` and `![1, -1, 1] 2`, unevaluated. Both goals are true, since these entries are 3 and 1. `norm_num` uses the simp lemmas but does not run simprocs, the small programs that `simp` can call to compute a rewrite. Entries 0 and 1 of an explicit vector have simp lemmas, while entry 2 is read off by the simproc `Matrix.cons_val`, so only `simp` evaluates it. The other four dot products escaped because there the response is zero on the third state, so the unevaluated entry is multiplied by zero.

The repair adds `key`, which writes the dot product of `![a, b, c]` with `x` as `a * x 0 + b * x 1 + c * x 2`. Its proof is `Fin.sum_univ_three`, whose statement has `![a, b, c] 2` where `key` has `c`; Lean accepts it because the two are equal by definition. After `rw [key]` no entry of a coefficient vector is left to look up, and `norm_num [truncated]` has only the ones and zeros of the response and the arithmetic to evaluate. The parentheses make both steps run on each of the six goals.

The change, after which it compiles:

```diff
@@ -109,8 +109,11 @@
   have e₂ := (existsUnique_response hp _ _).unique h₂ (hr 2)
   have e₃ := (existsUnique_response hp _ _).unique h₃ (hr 3)
+  have key : ∀ (a b c : ℝ) (x : Fin 3 → ℝ),
+      ![a, b, c] ⬝ᵥ x = a * x 0 + b * x 1 + c * x 2 :=
+    fun a b c x => Fin.sum_univ_three (fun i => ![a, b, c] i * x i)
   rw [e₁, e₂, e₃]
   refine ⟨⟨fun v hv i hi => hv i (by omega), fun v hv i hi => hv i (by omega)⟩,
     ⟨?_, ?_, ?_⟩, ⟨?_, ?_, ?_⟩⟩ <;>
-  norm_num [truncated, dotProduct, Fin.sum_univ_three]
+  (rw [key]; norm_num [truncated])
 
 end
```
